# An energy additive in z > 0 and lying between −z and zero is proportional to z

The declaration concerns an energy `g z` that depends on one real parameter `z`, with no Hamiltonian or wavefunction specified. It assumes that for positive arguments the energy is additive, `g (z + w) = g z + g w`, and satisfies `-z ≤ g z ≤ 0`; it concludes that `g z = z * g 1` for every `z > 0`. The attempt takes `n + 1` copies of `z` and adds a remainder `r`, with `0 < r ≤ 1`, to reach a whole number of units. Additivity and the bounds then give `(n + 1) * |g z - z * g 1| ≤ 1` for every natural number `n`, which forces the difference to vanish.

The failing Lean file:

```lean
import Mathlib

open Filter Topology

namespace SizeConsistentInterpolation

noncomputable section

/-- An energy that is additive in `z > 0` and lies between `-z` and zero is proportional
to `z`. -/
theorem additive_bounded_linear {g : ℝ → ℝ}
    (hadd : ∀ z w : ℝ, 0 < z → 0 < w → g (z + w) = g z + g w)
    (hb : ∀ z : ℝ, 0 < z → -z ≤ g z ∧ g z ≤ 0) {z : ℝ} (hz : 0 < z) :
    g z = z * g 1 := by
  -- identical copies
  have hnat : ∀ (n : ℕ) (x : ℝ), 0 < x → g (((n : ℝ) + 1) * x) = ((n : ℝ) + 1) * g x := by
    intro n x hx
    induction n with
    | zero => simp
    | succ n ih =>
      have h := hadd (((n : ℝ) + 1) * x) x (by positivity) hx
      rw [ih] at h
      push_cast
      rw [show ((n : ℝ) + 1 + 1) * x = ((n : ℝ) + 1) * x + x by ring, h]
      ring
  -- fill up `n + 1` copies of `z` to a whole number of units; the remainder is at most one
  have key : ∀ n : ℕ, ((n : ℝ) + 1) * |g z - z * g 1| ≤ 1 := by
    intro n
    have hn : (0 : ℝ) < (n : ℝ) + 1 := by positivity
    have hy : 0 < ((n : ℝ) + 1) * z := mul_pos hn hz
    have h1 := hnat n z hz
    obtain ⟨y, hydef⟩ : ∃ y : ℝ, y = ((n : ℝ) + 1) * z := ⟨_, rfl⟩
    rw [← hydef] at hy h1
    have hk1 : ((⌊y⌋₊ : ℕ) : ℝ) ≤ y := Nat.floor_le hy.le
    have hk2 : y < ((⌊y⌋₊ : ℕ) : ℝ) + 1 := Nat.lt_floor_add_one y
    have h2 := hnat ⌊y⌋₊ 1 one_pos
    obtain ⟨r, hr⟩ : ∃ r : ℝ, r = ((⌊y⌋₊ : ℕ) : ℝ) + 1 - y := ⟨_, rfl⟩
    have hr0 : 0 < r := by linarith
    have h3 := hadd y r hy hr0
    rw [show y + r = (((⌊y⌋₊ : ℕ) : ℝ) + 1) * 1 by rw [hr]; ring, h2] at h3
    have h4 : ((n : ℝ) + 1) * (g z - z * g 1) = r * g 1 - g r := by
      linear_combination (-1 : ℝ) * h1 - h3 + g 1 * hydef - g 1 * hr
    obtain ⟨h5, h6⟩ := hb r hr0
    obtain ⟨h7, h8⟩ := hb 1 one_pos
    have h9 : -r ≤ r * g 1 := by nlinarith
    have h10 : r * g 1 ≤ 0 := by nlinarith
    rw [← abs_of_pos hn, ← abs_mul, abs_of_pos hn, h4, abs_le]
    constructor <;> linarith
  by_contra hne
  have hpos : 0 < |g z - z * g 1| := abs_pos.mpr (sub_ne_zero.mpr hne)
  obtain ⟨n, hn⟩ := exists_nat_gt (1 / |g z - z * g 1|)
  rw [div_lt_iff₀ hpos] at hn
  have := key n
  linarith

end

end SizeConsistentInterpolation
```

Compiling this gives:

```
Main.lean:47:36: error: Tactic `rewrite` failed: Did not find an occurrence of the pattern
  |↑n + 1|
in the target expression
  |(↑n + 1) * (g z - z * g 1)| ≤ 1

g : ℝ → ℝ
hadd : ∀ (z w : ℝ), 0 < z → 0 < w → g (z + w) = g z + g w
hb : ∀ (z : ℝ), 0 < z → -z ≤ g z ∧ g z ≤ 0
z : ℝ
hz : 0 < z
hnat : ∀ (n : ℕ) (x : ℝ), 0 < x → g ((↑n + 1) * x) = (↑n + 1) * g x
n : ℕ
hn : 0 < ↑n + 1
y : ℝ
h1 : g y = (↑n + 1) * g z
hy : 0 < y
hydef : y = (↑n + 1) * z
hk1 : ↑⌊y⌋₊ ≤ y
hk2 : y < ↑⌊y⌋₊ + 1
h2 : g ((↑⌊y⌋₊ + 1) * 1) = (↑⌊y⌋₊ + 1) * g 1
r : ℝ
hr : r = ↑⌊y⌋₊ + 1 - y
hr0 : 0 < r
h3 : (↑⌊y⌋₊ + 1) * g 1 = g y + g r
h4 : (↑n + 1) * (g z - z * g 1) = r * g 1 - g r
h5 : -r ≤ g r
h6 : g r ≤ 0
h7 : -1 ≤ g 1
h8 : g 1 ≤ 0
h9 : -r ≤ r * g 1
h10 : r * g 1 ≤ 0
⊢ |(↑n + 1) * (g z - z * g 1)| ≤ 1
```

What went wrong. The error says that the second `abs_of_pos hn` in the `rw` list found no `|↑n + 1|` to rewrite. The first step, `← abs_of_pos hn`, had turned the factor `↑n + 1` into `|↑n + 1|`, and `← abs_mul` had then merged the two absolute values into `|(↑n + 1) * (g z - z * g 1)|`. Inside this single absolute value the factor is already plain `↑n + 1`, so there was nothing left to undo.

The diff removes the superfluous rewrite. The product now matches the left side of `h4` as it stands, and `h4` replaces it with `r * g 1 - g r`. Then `abs_le` turns the bound on the absolute value into two inequalities, which the unchanged `constructor <;> linarith` proves.

Lean accepts the file once it reads:

```diff
@@ -45,5 +45,5 @@
     have h9 : -r ≤ r * g 1 := by nlinarith
     have h10 : r * g 1 ≤ 0 := by nlinarith
-    rw [← abs_of_pos hn, ← abs_mul, abs_of_pos hn, h4, abs_le]
+    rw [← abs_of_pos hn, ← abs_mul, h4, abs_le]
     constructor <;> linarith
   by_contra hne
```
